# Quenching of a p electron's field-gradient factor by spin–orbit coupling in a two-state model

A p electron with spin–orbit constant \(z\), in an axial field that raises the orbital \(p_1\) by \(D\) relative to \(p_0\), is described in the basis \((p_0\alpha,\,p_1\beta)\) by

\[
H=\begin{pmatrix}0 & z/\sqrt2\\ z/\sqrt2 & D-z/2\end{pmatrix},
\]

and its field-gradient factor is the expectation value of \(\mathrm{diag}(-2,\,1)\) in a normalised eigenvector of the lowest eigenvalue. For \(z>0\) this factor is zero at \(D=0\), strictly decreases with \(D\) and tends to \(-2\) as \(D\to+\infty\), and in a fixed field \(D>0\) a larger \(z\) brings it closer to zero.

In Lean 4 with Mathlib:

```lean
import Mathlib

open Matrix Filter Topology

namespace FieldGradientQuenching

noncomputable section

/-- Hamiltonian of a p electron in the basis (p0 alpha, p1 beta), with spin-orbit constant `z`
and an axial field that raises p1 by `D` relative to p0. -/
def hamiltonian (z D : ℝ) : Matrix (Fin 2) (Fin 2) ℝ :=
  !![0, z / √2; z / √2, D - z / 2]

/-- A ground state: a normalised eigenvector whose eigenvalue is the lowest one. -/
def IsGround (z D : ℝ) (v : Fin 2 → ℝ) : Prop :=
  v ⬝ᵥ v = 1 ∧ ∃ e : ℝ, hamiltonian z D *ᵥ v = e • v ∧
    ∀ (e' : ℝ) (u : Fin 2 → ℝ), u ≠ 0 → hamiltonian z D *ᵥ u = e' • u → e ≤ e'

/-- The field-gradient factor: for normalised `v`, the expectation value of the operator that is -2
on p0 and 1 on p1. -/
def fieldGradient (v : Fin 2 → ℝ) : ℝ := v ⬝ᵥ (!![-2, 0; 0, 1] *ᵥ v)

/-- The splitting between the two levels. -/
def splitting (z D : ℝ) : ℝ := √((D - z / 2) ^ 2 + 2 * z ^ 2)

/-- The energy of the lower level. -/
def lowerLevel (z D : ℝ) : ℝ := ((D - z / 2) - splitting z D) / 2

/-- The field-gradient factor of the ground state as an explicit function of `z` and `D`, for `z`
nonzero. -/
def gradientCurve (z D : ℝ) : ℝ := -1 / 2 - 3 / 2 * ((D - z / 2) / splitting z D)

/-- In a normalised state the field-gradient factor is `3 w - 2`, with `w` the weight of p1. -/
theorem fieldGradient_eq_weight {v : Fin 2 → ℝ} (h : v ⬝ᵥ v = 1) :
    fieldGradient v = 3 * v 1 ^ 2 - 2 := by
  simp only [dotProduct, Fin.sum_univ_two] at h
  simp [fieldGradient, Matrix.mulVec, dotProduct, Fin.sum_univ_two]
  linear_combination -2 * h

lemma eigen_iff (z D e : ℝ) (v : Fin 2 → ℝ) : hamiltonian z D *ᵥ v = e • v ↔
    z / √2 * v 1 = e * v 0 ∧ z / √2 * v 0 + (D - z / 2) * v 1 = e * v 1 := by
  rw [funext_iff, Fin.forall_fin_two]
  simp [hamiltonian, Matrix.mulVec, dotProduct, Fin.sum_univ_two]

lemma coupling_sq (z : ℝ) : (z / √2) ^ 2 = z ^ 2 / 2 := by
  rw [div_pow, Real.sq_sqrt (by norm_num)]

lemma splitting_sq (z D : ℝ) : splitting z D ^ 2 = (D - z / 2) ^ 2 + 2 * z ^ 2 :=
  Real.sq_sqrt (by positivity)

lemma splitting_pos {z : ℝ} (hz : 0 < z) (D : ℝ) : 0 < splitting z D :=
  Real.sqrt_pos.mpr (by positivity)

/-- Every eigenvalue of the Hamiltonian lies at or above the lower level. -/
theorem lowerLevel_le {z D e : ℝ} {u : Fin 2 → ℝ} (hu : u ≠ 0)
    (h : hamiltonian z D *ᵥ u = e • u) : lowerLevel z D ≤ e := by
  -- the secular equation
  have sec : (2 * e - (D - z / 2)) ^ 2 = (D - z / 2) ^ 2 + 2 * z ^ 2 := by
    obtain ⟨h0, h1⟩ := (eigen_iff z D e u).mp h
    have hc := coupling_sq z
    generalize z / √2 = c at h0 h1 hc
    by_contra hne
    have hq := sub_ne_zero.mpr hne
    apply hu
    rw [funext_iff, Fin.forall_fin_two]
    constructor
    · refine (mul_eq_zero.mp ?_).resolve_left hq
      linear_combination -4 * (e - (D - z / 2)) * h0 - 4 * c * h1 + 4 * u 0 * hc
    · refine (mul_eq_zero.mp ?_).resolve_left hq
      linear_combination -4 * e * h1 - 4 * c * h0 + 4 * u 1 * hc
  have hb := (abs_le.mp (Real.abs_le_sqrt sec.le)).1
  unfold lowerLevel splitting
  linarith

lemma lower_eigen (z D : ℝ) : hamiltonian z D *ᵥ ![z / √2, lowerLevel z D] =
    lowerLevel z D • ![z / √2, lowerLevel z D] := by
  rw [eigen_iff]
  constructor
  · exact mul_comm _ _
  · change z / √2 * (z / √2) + (D - z / 2) * lowerLevel z D = lowerLevel z D * lowerLevel z D
    unfold lowerLevel
    linear_combination coupling_sq z - splitting_sq z D / 4

lemma lower_ne_zero {z : ℝ} (hz : 0 < z) (D : ℝ) : ![z / √2, lowerLevel z D] ≠ 0 := by
  intro h
  have hc : 0 < z / √2 := by positivity
  exact hc.ne' (congrFun h 0)

/-- For positive spin-orbit constant a ground state exists at every field strength. -/
theorem exists_ground {z : ℝ} (hz : 0 < z) (D : ℝ) : ∃ v, IsGround z D v := by
  have hc : 0 < z / √2 := by positivity
  have hN : 0 < ![z / √2, lowerLevel z D] ⬝ᵥ ![z / √2, lowerLevel z D] := by
    rw [dotProduct, Fin.sum_univ_two]
    exact add_pos_of_pos_of_nonneg (mul_pos hc hc) (mul_self_nonneg _)
  have he := lower_eigen z D
  generalize ![z / √2, lowerLevel z D] = u at hN he
  refine ⟨(√(u ⬝ᵥ u))⁻¹ • u, ?_, lowerLevel z D, ?_, fun e' w hw h => lowerLevel_le hw h⟩
  · rw [smul_dotProduct, dotProduct_smul, smul_eq_mul, smul_eq_mul, ← mul_assoc, ← mul_inv,
      Real.mul_self_sqrt hN.le, inv_mul_cancel₀ hN.ne']
  · rw [Matrix.mulVec_smul, he, smul_comm]

/-- For positive spin-orbit constant the field-gradient factor of any ground state is given by
the explicit curve. -/
theorem fieldGradient_ground {z D : ℝ} (hz : 0 < z) {v : Fin 2 → ℝ} (hv : IsGround z D v) :
    fieldGradient v = gradientCurve z D := by
  obtain ⟨hn, e, he, hmin⟩ := hv
  have hv0 : v ≠ 0 := by
    rintro rfl
    simp at hn
  -- the ground-state energy is the lower level
  have hE : e = lowerLevel z D :=
    le_antisymm (hmin _ _ (lower_ne_zero hz D) (lower_eigen z D)) (lowerLevel_le hv0 he)
  have hR : splitting z D = (D - z / 2) - 2 * e := by
    rw [hE]
    unfold lowerLevel
    ring
  obtain ⟨h0, h1⟩ := (eigen_iff z D e v).mp he
  rw [fieldGradient_eq_weight hn]
  simp only [dotProduct, Fin.sum_univ_two] at hn
  have hw : (D - z / 2) / splitting z D = 1 - 2 * v 1 ^ 2 := by
    rw [div_eq_iff (splitting_pos hz D).ne']
    linear_combination 2 * v 1 * h1 - 2 * v 0 * h0 - 2 * e * hn - (1 - 2 * v 1 ^ 2) * hR
  rw [gradientCurve, hw]
  ring

lemma hasDerivAt_curve {z : ℝ} (hz : 0 < z) (D : ℝ) :
    HasDerivAt (gradientCurve z) (-(3 * z ^ 2) / splitting z D ^ 3) D := by
  have hR := splitting_pos hz D
  have h1 : HasDerivAt (fun x : ℝ => x - z / 2) 1 D := (hasDerivAt_id' D).sub_const (z / 2)
  have h2 : HasDerivAt (fun x : ℝ => (x - z / 2) ^ 2 + 2 * z ^ 2) (2 * (D - z / 2)) D :=
    ((h1.fun_pow 2).add_const (2 * z ^ 2)).congr_deriv (by norm_num)
  have h3 : HasDerivAt (splitting z) (2 * (D - z / 2) / (2 * splitting z D)) D :=
    h2.sqrt (by positivity)
  have h4 : HasDerivAt (gradientCurve z) _ D :=
    ((h1.fun_div h3 hR.ne').const_mul (3 / 2)).const_sub (-1 / 2)
  have key : ∀ g R : ℝ, 0 < R → -(3 / 2 * ((1 * R - g * (2 * g / (2 * R))) / R ^ 2)) =
      -(3 / 2 * (R ^ 2 - g ^ 2)) / R ^ 3 := by
    intro g R h
    field_simp
  refine h4.congr_deriv ((key _ _ hR).trans ?_)
  rw [splitting_sq]
  ring

lemma curve_strictAnti {z : ℝ} (hz : 0 < z) : StrictAnti (gradientCurve z) := by
  apply strictAnti_of_deriv_neg
  intro D
  have hR := splitting_pos hz D
  rw [(hasDerivAt_curve hz D).deriv, neg_div]
  exact neg_neg_of_pos (by positivity)

lemma splitting_zero {z : ℝ} (hz : 0 < z) : splitting z 0 = 3 * z / 2 := by
  rw [splitting, show (0 - z / 2) ^ 2 + 2 * z ^ 2 = (3 * z / 2) ^ 2 by ring,
    Real.sqrt_sq (by positivity)]

lemma curve_zero {z : ℝ} (hz : 0 < z) : gradientCurve z 0 = 0 := by
  have h : (0 - z / 2) / (3 * z / 2) = -1 / 3 := by
    rw [div_eq_iff (by positivity)]
    ring
  rw [gradientCurve, splitting_zero hz, h]
  norm_num

lemma curve_tendsto {z : ℝ} (hz : 0 < z) : Tendsto (gradientCurve z) atTop (𝓝 (-2)) := by
  have hlin : Tendsto (fun D : ℝ => D - z / 2) atTop atTop := by
    simpa [sub_eq_add_neg] using tendsto_atTop_add_const_right atTop (-(z / 2)) tendsto_id
  have hup : Tendsto (fun D : ℝ => -2 + 3 * z / (D - z / 2)) atTop (𝓝 (-2)) := by
    simpa using (tendsto_const_nhds (x := (-2 : ℝ))).add
      ((tendsto_const_nhds (x := 3 * z)).div_atTop hlin)
  -- squeeze, using g ≤ R ≤ g + 2z for g = D - z/2 > 0
  have hbd : ∀ D, z / 2 < D →
      -2 ≤ gradientCurve z D ∧ gradientCurve z D ≤ -2 + 3 * z / (D - z / 2) := by
    intro D hD
    have hg : 0 < D - z / 2 := sub_pos.mpr hD
    have hR := splitting_pos hz D
    have hsq := splitting_sq z D
    unfold gradientCurve
    generalize D - z / 2 = g at hg hsq
    generalize splitting z D = R at hR hsq
    have h1 : g ≤ R := by nlinarith [sq_nonneg z]
    have h2 : R ≤ g + 2 * z := by nlinarith [mul_pos hg hz, sq_nonneg z]
    have h3 : g / R ≤ 1 := (div_le_one hR).mpr h1
    have h4 : (R - g) / R ≤ 2 * z / g := by
      rw [div_le_div_iff₀ hR hg]
      nlinarith [mul_nonneg hg.le (sub_nonneg.mpr h2), mul_nonneg hz.le (sub_nonneg.mpr h1)]
    have h5 : (R - g) / R = 1 - g / R := by rw [sub_div, div_self hR.ne']
    have h6 : 3 * z / g = 3 / 2 * (2 * z / g) := by ring
    constructor <;> linarith
  exact tendsto_of_tendsto_of_tendsto_of_le_of_le' tendsto_const_nhds hup
    ((eventually_gt_atTop (z / 2)).mono fun D h => (hbd D h).1)
    ((eventually_gt_atTop (z / 2)).mono fun D h => (hbd D h).2)

/-- For positive spin-orbit constant, the field-gradient factor of the ground state vanishes without
axial field (`D = 0`), strictly decreases with `D` and tends to -2 as `D` tends to plus infinity. -/
theorem fieldGradient_quenching {z : ℝ} (hz : 0 < z) (v : ℝ → Fin 2 → ℝ)
    (hv : ∀ D, IsGround z D (v D)) :
    fieldGradient (v 0) = 0 ∧ StrictAnti (fun D => fieldGradient (v D)) ∧
      Tendsto (fun D => fieldGradient (v D)) atTop (𝓝 (-2)) := by
  have hf : (fun D => fieldGradient (v D)) = gradientCurve z :=
    funext fun D => fieldGradient_ground hz (hv D)
  rw [hf, fieldGradient_ground hz (hv 0)]
  exact ⟨curve_zero hz, curve_strictAnti hz, curve_tendsto hz⟩

/-- For positive spin-orbit constant `z`, the linear response of the ground-state field-gradient
factor to a weak axial field is `-8 / (9 z)`. -/
theorem fieldGradient_linear_response {z : ℝ} (hz : 0 < z) (v : ℝ → Fin 2 → ℝ)
    (hv : ∀ D, IsGround z D (v D)) :
    HasDerivAt (fun D => fieldGradient (v D)) (-(8 / (9 * z))) 0 := by
  have hf : (fun D => fieldGradient (v D)) = gradientCurve z :=
    funext fun D => fieldGradient_ground hz (hv D)
  rw [hf]
  refine (hasDerivAt_curve hz 0).congr_deriv ?_
  rw [splitting_zero hz, neg_div, neg_inj, div_eq_div_iff (by positivity) (by positivity)]
  ring

lemma curve_scaling {z : ℝ} (hz : 0 < z) (t : ℝ) :
    gradientCurve z (z * t) = gradientCurve 1 t := by
  have hs : splitting z (z * t) = z * splitting 1 t := by
    unfold splitting
    rw [show (z * t - z / 2) ^ 2 + 2 * z ^ 2 = z ^ 2 * ((t - 1 / 2) ^ 2 + 2 * 1 ^ 2) by ring,
      Real.sqrt_mul (sq_nonneg z), Real.sqrt_sq hz.le]
  unfold gradientCurve
  rw [hs, show z * t - z / 2 = z * (t - 1 / 2) by ring, mul_div_mul_left _ _ hz.ne']

/-- In a fixed positive axial field, raising the positive spin-orbit constant from `z` to `z'`
brings the ground-state field-gradient factor strictly closer to zero from below. -/
theorem fieldGradient_lt_of_spinOrbit_lt {z z' D : ℝ} (hz : 0 < z) (hzz : z < z') (hD : 0 < D)
    {v v' : Fin 2 → ℝ} (hv : IsGround z D v) (hv' : IsGround z' D v') :
    fieldGradient v < fieldGradient v' ∧ fieldGradient v' < 0 := by
  have hz' := hz.trans hzz
  rw [fieldGradient_ground hz hv, fieldGradient_ground hz' hv']
  constructor
  · -- the factor depends on D / z only
    have e1 := curve_scaling hz (D / z)
    have e2 := curve_scaling hz' (D / z')
    rw [mul_div_cancel₀ D hz.ne'] at e1
    rw [mul_div_cancel₀ D hz'.ne'] at e2
    rw [e1, e2]
    exact curve_strictAnti one_pos (div_lt_div_of_pos_left hD hz hzz)
  · have h := curve_strictAnti hz' hD
    rwa [curve_zero hz'] at h

end

end FieldGradientQuenching
```

```lean
#print axioms FieldGradientQuenching.exists_ground
-- 'FieldGradientQuenching.exists_ground' depends on axioms: [propext, Classical.choice, Quot.sound]
#print axioms FieldGradientQuenching.fieldGradient_quenching
-- 'FieldGradientQuenching.fieldGradient_quenching' depends on axioms: [propext, Classical.choice, Quot.sound]
#print axioms FieldGradientQuenching.fieldGradient_linear_response
-- 'FieldGradientQuenching.fieldGradient_linear_response' depends on axioms: [propext, Classical.choice, Quot.sound]
#print axioms FieldGradientQuenching.fieldGradient_lt_of_spinOrbit_lt
-- 'FieldGradientQuenching.fieldGradient_lt_of_spinOrbit_lt' depends on axioms: [propext, Classical.choice, Quot.sound]
```

## Ground states and the statements about them

A state is a real vector `v : Fin 2 → ℝ`, with `v 0` the amplitude of \(p_0\alpha\) and `v 1` that of \(p_1\beta\); they are written \(v_0\) and \(v_1\) below. The predicate `IsGround z D v` says that \(v\) has norm one, that it is an eigenvector of `hamiltonian z D`, and that its eigenvalue is at most every other eigenvalue. The theorem `exists_ground` shows that such a vector exists for every \(z>0\) and every real \(D\).

The number `fieldGradient v` is \(-2v_0^2+v_1^2\). With the weight \(w=v_1^2\) and \(v_0^2=1-w\) it becomes \(3w-2\), which is the content of `fieldGradient_eq_weight`.

The theorem `fieldGradient_quenching` takes a function `v : ℝ → Fin 2 → ℝ` that picks one ground state for each \(D\). The sign of the vector may jump from one \(D\) to the next, since the factor is quadratic in the amplitudes. The conclusion has three parts: the factor is zero at \(D=0\), it is strictly decreasing on the whole real line (`StrictAnti`), and it tends to \(-2\) as \(D\to+\infty\).

Two further theorems make this quantitative. In `fieldGradient_linear_response` the derivative of the factor at \(D=0\) is \(-8/(9z)\). In `fieldGradient_lt_of_spinOrbit_lt` the field \(D>0\) is fixed and two constants \(0<z<z'\) are compared: the factor for \(z'\) lies strictly between the factor for \(z\) and zero. This is the quenching.

## The p shell behind the matrix

The index of \(p_m\) is the orbital quantum number \(m_l\), and \(\alpha\) and \(\beta\) are spin up and spin down along the field axis. The axial field raises \(p_{-1}\) by the same \(D\) as \(p_1\). The spin–orbit operator is \(z\,\mathbf l\cdot\mathbf s\), with both angular momenta in units of \(\hbar\). On \(p_0\alpha\) its diagonal element is zero, on \(p_1\beta\) it is \(-z/2\), and the ladder operators couple the two with \(z/\sqrt2\). Both states have \(m_j=1/2\). The remaining state with positive \(m_j\), \(p_1\alpha\), has energy \(D+z/2\), which for \(z>0\) is above the diagonal entry \(D-z/2\) and so above the lower level of the block. The ground state of the block is therefore also a ground state of the whole p shell, together with its time-reversed partner.

The entries \(-2\) and \(1\) come from the angular average of \(3\cos^2\theta-1\), which is \(4/5\) for \(p_0\) and \(-2/5\) for \(p_1\). The negative charge of the electron reverses the signs, and the common factor, \(\tfrac25\langle r^{-3}\rangle\) in atomic units, is left out.

The result bears on electric field gradients at heavy nuclei, where a calculation without spin–orbit coupling can overestimate the contribution of an open p shell; the model shows this for a single electron with one radial function for both spin–orbit components. Differences between the \(p_{1/2}\) and \(p_{3/2}\) radial functions, core polarisation and electron interaction are left out, and \(D\) and \(z\) are given parameters.

## From the secular equation to a closed form

Write \(g=D-z/2\), \(c=z/\sqrt2\) and \(R=\sqrt{g^2+2z^2}\). In the file \(R\) is `splitting z D`. The eigenvector equations, unpacked by `eigen_iff`, are

\[
c\,v_1=e\,v_0,\qquad c\,v_0+g\,v_1=e\,v_1 .
\]

The second gives \((e-g)v_1=c\,v_0\). Combined with the first, this yields \(e(e-g)v_0=c^2v_0\) and \(e(e-g)v_1=c^2v_1\). An eigenvector has a nonzero component, so \(e(e-g)=c^2=z^2/2\). Multiplying by 4 and adding \(g^2\) gives

\[
(2e-g)^2=g^2+2z^2=R^2 .
\]

Hence every eigenvalue satisfies \(e\ge(g-R)/2\), which is `lowerLevel_le`. Its proof assumes that the secular equation fails and finds that both components vanish; each `linear_combination` there is the elimination just made.

The bound is attained. The unnormalised vector \((c,\,(g-R)/2)\) is an eigenvector with eigenvalue \((g-R)/2\) (`lower_eigen`), and it is nonzero because \(c>0\) (`lower_ne_zero`). Dividing it by its norm proves `exists_ground`. It also fixes the energy of any ground state: \(e\) is at most \((g-R)/2\) by minimality and at least that by the bound. This is the step `hE` in `fieldGradient_ground`.

For the weight, multiply the second eigenvector equation by \(v_1\), the first by \(v_0\), and subtract. The coupling terms cancel:

\[
g\,w=e\,(v_1^2-v_0^2)=e\,(2w-1).
\]

Inserting \(2e=g-R\) gives \(2gw=(g-R)(2w-1)\), that is, \(g=R(1-2w)\). This is `hw`, and it leads to

\[
3w-2=-\frac12-\frac32\,\frac gR ,
\]

the function called `gradientCurve z D`. Every ground state has this value, so the theorems about chosen ground states reduce to statements about one explicit function.

## Slope, zero and strong-field limit

Since \(dR/dD=g/R\), the quotient rule gives

\[
\frac{d}{dD}\frac gR=\frac{R-g^2/R}{R^2}=\frac{R^2-g^2}{R^3}=\frac{2z^2}{R^3},
\qquad
\frac{d}{dD}(3w-2)=-\frac{3z^2}{R^3}<0 .
\]

The lemma `hasDerivAt_curve` builds this derivative from those of \(g\) and \(R\), and `curve_strictAnti` turns its negative sign into strict decrease.

At \(D=0\) one has \(g=-z/2\) and \(R^2=z^2/4+2z^2=9z^2/4\), so \(R=3z/2\) and \(g/R=-1/3\). The factor is \(-\tfrac12+\tfrac12=0\) (`curve_zero`), and the slope is \(-3z^2\cdot 8/(27z^3)=-8/(9z)\).

For the limit take \(D>z/2\), so that \(g>0\). Then \(g\le R\le g+2z\), because \((g+2z)^2=g^2+4gz+4z^2\ge R^2\). It follows that \(0\le 1-g/R=(R-g)/R\le 2z/g\), and therefore

\[
-2\le 3w-2\le -2+\frac{3z}{g}.
\]

The right-hand side tends to \(-2\) as \(D\) grows. The lemma `curve_tendsto` proves these inequalities as `hbd` and applies the squeeze theorem.

## A larger spin–orbit constant in the same field

Put \(D=zt\). Then \(g=z(t-\tfrac12)\) and \(R=z\sqrt{(t-\tfrac12)^2+2}\), so \(z\) cancels from \(g/R\) and the factor depends only on \(t=D/z\). This is `curve_scaling`. If \(0<z<z'\) and \(D>0\), then \(0<D/z'<D/z\). Strict decrease of the curve for unit spin–orbit constant makes the factor for \(z'\) larger than the factor for \(z\). It is still negative, because the curve for \(z'\) is zero at \(D=0\) and decreases from there.

## The two limits of the ratio \(D/z\)

Without an axial field the normalised ground state is \((1/\sqrt3,\,-\sqrt{2/3})\) up to sign. This is a \(p_{1/2}\) state, with weights \(1/3\) on \(p_0\) and \(2/3\) on \(p_1\). Its charge distribution is spherical, so it produces no field gradient at the nucleus.

Without spin–orbit coupling, at \(z=0\), the ground state for every \(D>0\) is pure \(p_0\) and the factor is constantly \(-2\). At \(z=0\) and \(D=0\) the two states are degenerate, every unit vector is a ground state, and the factor can take any value from \(-2\) to \(1\). The hypothesis \(z>0\) of the quenching theorem excludes this case. It also excludes negative \(z\), for which the factor at \(D=0\) is \(-1\) instead of zero.
